# The Coulomb pair series converges at every distance and fixes the slope at coalescence

Two particles with Coulomb interaction q/r meet at r = 0, where the potential diverges. Here the regular factor of their relative wave function is defined as the sum of an infinite power series, and its convergence and differentiability are proved before its slope at r = 0 is computed.

In units with ħ = 1 and 4πε₀ = 1, let μ be the reduced mass, q the product of the two charges (not a single charge), E the energy of relative motion and l the relative angular momentum. The radial wave function u satisfies

−(u″ + 2u′/r − l(l+1)u/r²)/(2μ) + qu/r = Eu.

Write u = r^l f. For the solution u that stays finite at r = 0, the series below represents f. It is scaled to f(0) = 1, which is not normalisation over all space. No condition is imposed at large r, so E may be any real number and f need not belong to a bound state.

```lean
import Mathlib

namespace CoulombCuspSeries

noncomputable section
```

For a coefficient sequence c, `series c r` is the sum of c_k r^k over k = 0, 1, 2, …

```lean
/-- The sum of the power series with coefficients `c` at the distance `r`. -/
def series (c : ℕ → ℝ) (r : ℝ) : ℝ := ∑' k, c k * r ^ k
```

Differentiating term by term produces new coefficients, called `dcoeff c`.

```lean
/-- The coefficients of the series differentiated term by term. -/
def dcoeff (c : ℕ → ℝ) (k : ℕ) : ℝ := ((k : ℝ) + 1) * c (k + 1)
```

The coefficients a_k of f are `coeff μ q E l k`. The first two are given outright, and each later one is computed from the two before it. The parameters μ, q and E are real, and l is a natural number.

```lean
/-- The coefficients of the Coulomb pair function with mass `μ`, charge product `q`,
energy `E` and angular momentum `l`, normalised to one at coalescence. -/
def coeff (μ q E : ℝ) (l : ℕ) : ℕ → ℝ
  | 0 => 1
  | 1 => μ * q / ((l : ℝ) + 1)
  | k + 2 => 2 * μ * (q * coeff μ q E l (k + 1) - E * coeff μ q E l k) /
      (((k : ℝ) + 2) * ((k : ℝ) + 2 * l + 3))
```

The function f is `pairFunction μ q E l`. It is defined on the whole real line, although only r ≥ 0 is a distance.

```lean
/-- The Coulomb pair function, the sum of the series with coefficients `coeff`. -/
def pairFunction (μ q E : ℝ) (l : ℕ) : ℝ → ℝ := series (coeff μ q E l)
```

## (a) A recurrence without fractions

**Task.** Show that the coefficients satisfy, for k ≥ 1,

k(k+2l+1)a_k = 2μ(q a_(k−1) − E a_(k−2)), with a_0 = 1 and a_(−1) = 0.

**Solution.** For k = 1 the left side is (2l+2)·μq/(l+1) = 2μq, which is 2μq a_0. For the index k+2 with k ≥ 0, the prefactor is (k+2)(k+2l+3). This is exactly the positive denominator in the definition, so multiplying by it gives the claim.

Lean's indices start at zero, so the case k = 1 is stated separately and a_(−1) never appears. In both cases `eq_div_iff` clears the denominator.

```lean
/-- The coefficients obey `k(k+2l+1) a_k = 2μ(q a_(k-1) - E a_(k-2))` for `k ≥ 1`,
with `a_0 = 1` and `a_(-1) = 0`. -/
theorem coeff_recurrence (μ q E : ℝ) (l : ℕ) :
    coeff μ q E l 0 = 1 ∧
    1 * (1 + 2 * (l : ℝ) + 1) * coeff μ q E l 1 = 2 * μ * (q * coeff μ q E l 0) ∧
    ∀ k : ℕ, ((k : ℝ) + 2) * ((k : ℝ) + 2 + 2 * l + 1) * coeff μ q E l (k + 2) =
      2 * μ * (q * coeff μ q E l (k + 1) - E * coeff μ q E l k) := by
  have h0 : coeff μ q E l 0 = 1 := rfl
  refine ⟨h0, ?_, fun k => ?_⟩
  · have h1 : coeff μ q E l 1 = μ * q / ((l : ℝ) + 1) := rfl
    rw [h0]
    linear_combination 2 * (eq_div_iff (by positivity)).1 h1
  · have h2 : coeff μ q E l (k + 2) = 2 * μ * (q * coeff μ q E l (k + 1) -
        E * coeff μ q E l k) / (((k : ℝ) + 2) * ((k : ℝ) + 2 * l + 3)) := rfl
    linear_combination (eq_div_iff (by positivity)).1 h2
```

## (b) Factorial decay

**Task.** For every C ≥ 1 + 2|μ|(|q|+|E|), show that

|a_k| ≤ C^k/k!.

**Solution.** For k = 0 both sides are 1. For k = 1, |μq|/(l+1) ≤ |μ||q| ≤ C.

Now assume the bound for k and k+1, and put P = C^(k+1)/k!. Since C ≥ 1 and (k+1)! ≥ k!, both |a_k| and |a_(k+1)| are at most P. Hence

|2μ(q a_(k+1) − E a_k)| ≤ 2|μ|(|q|+|E|)P ≤ CP.

The denominator (k+2)(k+2l+3) is at least (k+2)(k+1), so

|a_(k+2)| ≤ C^(k+2)/((k+2)(k+1)k!) = C^(k+2)/(k+2)!.

The Lean proof is this two-step induction; `hN` is the bound on the numerator, and the final `calc` treats the denominator.

```lean
/-- The coefficients decay factorially, `|a_k| ≤ C^k / k!`, for every
`C ≥ 1 + 2|μ|(|q| + |E|)`. -/
theorem abs_coeff_le {μ q E C : ℝ} (hC : 1 + 2 * |μ| * (|q| + |E|) ≤ C) (l k : ℕ) :
    |coeff μ q E l k| ≤ C ^ k / (Nat.factorial k : ℝ) := by
  have hq : 0 ≤ |μ| * |q| := by positivity
  have hE : 0 ≤ |μ| * |E| := by positivity
  have hC1 : 1 ≤ C := by linarith
  have hC0 : 0 ≤ C := by linarith
  have hl : (0 : ℝ) ≤ l := Nat.cast_nonneg l
  induction k using Nat.twoStepInduction with
  | zero => simp [coeff]
  | one =>
    have h1 : |μ * q| / ((l : ℝ) + 1) ≤ |μ * q| := div_le_self (abs_nonneg _) (by linarith)
    rw [abs_mul] at h1
    rw [Nat.factorial_one, Nat.cast_one, pow_one, div_one]
    change |μ * q / ((l : ℝ) + 1)| ≤ _
    rw [abs_div, abs_mul, abs_of_pos (by positivity : (0 : ℝ) < (l : ℝ) + 1)]
    linarith
  | more k hx hy =>
    have hF : (0 : ℝ) < (Nat.factorial k : ℝ) := by exact_mod_cast Nat.factorial_pos k
    have hF1 : (Nat.factorial k : ℝ) ≤ (Nat.factorial (k + 1) : ℝ) := by
      exact_mod_cast Nat.factorial_le (Nat.le_succ k)
    -- both earlier coefficients are bounded by the same number P
    obtain ⟨P, hP⟩ : ∃ P, P = C ^ (k + 1) / (Nat.factorial k : ℝ) := ⟨_, rfl⟩
    have hP0 : 0 ≤ P := by rw [hP]; positivity
    have hx' := hx.trans (div_le_div₀ (by positivity)
      (pow_le_pow_right₀ hC1 (Nat.le_succ k)) hF le_rfl)
    have hy' := hy.trans (div_le_div₀ (by positivity) le_rfl hF hF1)
    rw [← hP] at hx' hy'
    have hN : |2 * μ * (q * coeff μ q E l (k + 1) - E * coeff μ q E l k)| ≤ C * P := by
      have t := norm_sub_le (q * coeff μ q E l (k + 1)) (E * coeff μ q E l k)
      simp only [Real.norm_eq_abs, abs_mul] at t
      have m := mul_le_mul_of_nonneg_left (t.trans (add_le_add
        (mul_le_mul_of_nonneg_left hy' (abs_nonneg q))
        (mul_le_mul_of_nonneg_left hx' (abs_nonneg E)))) (by positivity : 0 ≤ 2 * |μ|)
      have n := mul_le_mul_of_nonneg_right hC hP0
      rw [abs_mul, abs_mul, abs_two]
      linarith
    change |_ / (((k : ℝ) + 2) * ((k : ℝ) + 2 * l + 3))| ≤ _
    rw [abs_div, abs_of_pos (by positivity : (0 : ℝ) < ((k : ℝ) + 2) * ((k : ℝ) + 2 * l + 3))]
    calc _ ≤ C * P / (((k : ℝ) + 2) * ((k : ℝ) + 1)) :=
          div_le_div₀ (by positivity) hN (by positivity)
            (mul_le_mul_of_nonneg_left (by linarith) (by positivity))
      _ = _ := by
          rw [hP, Nat.factorial_succ, Nat.factorial_succ, ← mul_div_assoc, div_div]
          push_cast
          congr 1 <;> ring
```

## (c) Infinite radius of convergence

**Task.** Show that for every real R

Σ |a_k R^k| < ∞.

**Solution.** By (b), each term is at most (C|R|)^k/k!, and these bounds add up to exp(C|R|). Lean makes the same comparison, taking the smallest allowed C.

```lean
/-- The series of the pair function converges absolutely at every `R`. -/
theorem coeff_summable (μ q E : ℝ) (l : ℕ) (R : ℝ) :
    Summable fun k => |coeff μ q E l k * R ^ k| := by
  refine Summable.of_nonneg_of_le (fun k => abs_nonneg _) (fun k => ?_)
    (Real.summable_pow_div_factorial ((1 + 2 * |μ| * (|q| + |E|)) * |R|))
  rw [abs_mul, abs_pow, mul_pow, mul_div_right_comm]
  exact mul_le_mul_of_nonneg_right (abs_coeff_le le_rfl l k) (by positivity)
```

## (d) Differentiation under the sum

**Task.** Let c be any coefficients for which Σ |c_k R^k| is finite at every R. Show that

d/dr Σ c_k r^k = Σ (k+1)c_(k+1) r^k,

and that the new series also converges absolutely everywhere.

**Solution.** Let |x| ≤ R. The derivative of the k-th term is k c_k x^(k−1), which is zero for k = 0. Since k ≤ 2^k and |x|^(k−1) ≤ (R+1)^k for k ≥ 1,

|k c_k x^(k−1)| ≤ |c_k|(2(R+1))^k.

The right side is summable and independent of x. The differentiated series therefore converges uniformly for |x| ≤ R, which permits the exchange of sum and derivative. Given r, take R = |r|+1, then drop the zero term and shift the index by one.

In Lean, `b` is the bound, `s` the resulting summability and `e` the index shift. Mathlib's theorem on differentiating a sum is applied on the open interval of radius |r|+1 about zero.

```lean
/-- A power series that converges absolutely everywhere may be differentiated term by term,
and the differentiated series again converges absolutely everywhere. -/
theorem series_deriv {c : ℕ → ℝ} (h : ∀ R : ℝ, Summable fun k => |c k * R ^ k|) :
    (∀ R : ℝ, Summable fun k => |dcoeff c k * R ^ k|) ∧
    ∀ r, HasDerivAt (series c) (series (dcoeff c) r) r := by
  -- differentiated terms are dominated by the original ones at a larger distance
  have b : ∀ (R x : ℝ) (k : ℕ), |x| ≤ R →
      |c k * ((k : ℝ) * x ^ (k - 1))| ≤ |c k * (2 * (R + 1)) ^ k| := by
    intro R x k hx
    have hR := (abs_nonneg x).trans hx
    have h1 : (k : ℝ) ≤ 2 ^ k := by exact_mod_cast (Nat.lt_two_pow_self : k < 2 ^ k).le
    have h2 : |x| ^ (k - 1) ≤ (R + 1) ^ k :=
      (pow_le_pow_left₀ (abs_nonneg x) (by linarith) _).trans
        (pow_le_pow_right₀ (by linarith) (Nat.sub_le k 1))
    rw [mul_pow]
    simp only [abs_mul, abs_pow, Nat.abs_cast, abs_two]
    rw [abs_of_nonneg (by linarith : 0 ≤ R + 1)]
    exact mul_le_mul_of_nonneg_left (mul_le_mul h1 h2 (by positivity) (by positivity))
      (abs_nonneg _)
  have s : ∀ R : ℝ, Summable fun k : ℕ => |c k * ((k : ℝ) * R ^ (k - 1))| := fun R =>
    Summable.of_nonneg_of_le (fun _ => abs_nonneg _) (fun k => b |R| R k le_rfl) (h _)
  have e : ∀ (R : ℝ) (k : ℕ),
      c (k + 1) * (((k + 1 : ℕ) : ℝ) * R ^ (k + 1 - 1)) = dcoeff c k * R ^ k := by
    intro R k
    rw [Nat.add_sub_cancel, dcoeff]
    push_cast
    ring
  refine ⟨fun R => Summable.of_nonneg_of_le (fun _ => abs_nonneg _)
    (fun k => (congrArg abs (e R k)).ge) ((summable_nat_add_iff 1).2 (s R)), fun r => ?_⟩
  have key := hasDerivAt_tsum_of_isPreconnected (g := fun (k : ℕ) (x : ℝ) => c k * x ^ k)
    (g' := fun (k : ℕ) (x : ℝ) => c k * ((k : ℝ) * x ^ (k - 1)))
    (t := Metric.ball (0 : ℝ) (|r| + 1)) (y₀ := 0) (y := r) (h (2 * (|r| + 1 + 1)))
    Metric.isOpen_ball (convex_ball (0 : ℝ) _).isPreconnected
    (fun k x _ => (hasDerivAt_pow k x).const_mul (c k))
    (fun k x hx => b (|r| + 1) x k (mem_ball_zero_iff.1 hx).le)
    (Metric.mem_ball_self (by positivity)) (summable_abs_iff.1 (h 0))
    (mem_ball_zero_iff.2 (lt_add_one |r|))
  refine key.congr_deriv ?_
  change (∑' k : ℕ, c k * ((k : ℝ) * r ^ (k - 1))) = ∑' k, dcoeff c k * r ^ k
  rw [(summable_abs_iff.1 (s r)).tsum_eq_zero_add]
  simp only [Nat.cast_zero, zero_mul, mul_zero, zero_add]
  exact tsum_congr (e r)
```

## (e) Matching powers of r

**Task.** Show that at every real r

r f″ + 2(l+1)f′ = 2μ(q − Er)f.

**Solution.** By (d), f′ = Σ (k+1)a_(k+1) r^k and f″ = Σ (k+2)(k+1)a_(k+2) r^k. The constant terms agree because 2(l+1)a_1 = 2μq a_0. The coefficient of r^(k+1) on the left is

(k+2)(k+1)a_(k+2) + 2(l+1)(k+2)a_(k+2) = (k+2)(k+2l+3)a_(k+2),

and on the right it is 2μ(q a_(k+1) − E a_k). These are equal by (a).

In the code, `A` and `B` are the two sides without their constant terms. Their sums agree by uniqueness of the limit, and `hone` supplies the constant terms.

```lean
/-- The pair function obeys `r f'' + 2(l+1) f' = 2μ(q - E r) f` at every `r`, with `f'` and
`f''` the termwise differentiated series. -/
theorem regular_equation (μ q E : ℝ) (l : ℕ) (r : ℝ) :
    r * series (dcoeff (dcoeff (coeff μ q E l))) r +
      2 * ((l : ℝ) + 1) * series (dcoeff (coeff μ q E l)) r =
    2 * μ * (q - E * r) * pairFunction μ q E l r := by
  obtain ⟨-, hone, hrec⟩ := coeff_recurrence μ q E l
  have ha := coeff_summable μ q E l
  unfold pairFunction
  generalize coeff μ q E l = a at *
  have full : ∀ c : ℕ → ℝ, (∀ R : ℝ, Summable fun k => |c k * R ^ k|) →
      HasSum (fun k => c k * r ^ k) (series c r) :=
    fun c hc => (summable_abs_iff.1 (hc r)).hasSum
  have tail : ∀ c : ℕ → ℝ, (∀ R : ℝ, Summable fun k => |c k * R ^ k|) →
      HasSum (fun k => c (k + 1) * r ^ (k + 1)) (series c r - c 0) := by
    intro c hc
    have h := (hasSum_nat_add_iff' 1).2 (full c hc)
    simp only [Finset.sum_range_one, pow_zero, mul_one] at h
    exact h
  have hd := (series_deriv ha).1
  have A := ((full _ (series_deriv hd).1).mul_left r).add
    ((tail _ hd).mul_left (2 * ((l : ℝ) + 1)))
  have B := (((tail a ha).mul_left q).sub ((full a ha).mul_left (E * r))).mul_left (2 * μ)
  -- the recurrence is the equality of the coefficients of r^(k+1)
  have e := HasSum.unique A (B.congr_fun fun k => by
    simp only [dcoeff]
    push_cast
    linear_combination r ^ (k + 1) * hrec k)
  have h0 : dcoeff a 0 = a 1 := by simp [dcoeff]
  rw [h0] at e
  linear_combination e + hone
```

## (f) The radial equation and the values at coalescence

**Task.** For μ ≠ 0, show that f is twice differentiable, that for r > 0

−(f″ + 2(l+1)f′/r)/(2μ) + qf/r = Ef,

and that at coalescence

f(0) = 1,

f′(0) = qμ/(l+1),

f″(0) = 2μ(μq²/(l+1) − E)/(2l+3).

**Solution.** Part (d), applied twice, gives differentiability. Dividing (e) by 2μr gives

(f″ + 2(l+1)f′/r)/(2μ) = (q/r − E)f,

which rearranges to the radial equation. At r = 0 only constant terms survive, so f(0) = a_0 = 1 and f′(0) = a_1 = μq/(l+1). The recurrence at k = 2 reads 2(2l+3)a_2 = 2μ(q a_1 − E), and f″(0) = 2a_2. The energy thus first appears in the second derivative.

To return to u = r^l f, note that

u″ + 2u′/r = r^l (f″ + 2(l+1)f′/r + l(l+1)f/r²).

The last term cancels the centrifugal term in the equation for u. This substitution is ordinary algebra done here; the theorem itself concerns f.

In Lean, `deriv` is the true derivative, identified with the differentiated series by `d1` and `d2`. The helper `z` evaluates a series at zero.

```lean
/-- For `μ ≠ 0` the pair function is twice differentiable, solves the radial Coulomb equation
for `r > 0`, equals one at coalescence and has the cusp slope `qμ/(l+1)` there; its second
derivative at coalescence is `2μ(μq²/(l+1) - E)/(2l+3)`. -/
theorem pairFunction_cusp (μ q E : ℝ) (l : ℕ) (hμ : μ ≠ 0) :
    let f := pairFunction μ q E l
    Differentiable ℝ f ∧ Differentiable ℝ (deriv f) ∧
    (∀ r > 0, -(deriv (deriv f) r + 2 * ((l : ℝ) + 1) * deriv f r / r) / (2 * μ)
      + q * f r / r = E * f r) ∧
    f 0 = 1 ∧ deriv f 0 = q * μ / ((l : ℝ) + 1) ∧
    deriv (deriv f) 0 = 2 * μ * (μ * q ^ 2 / ((l : ℝ) + 1) - E) / (2 * (l : ℝ) + 3) := by
  intro f
  obtain ⟨hd, h1⟩ := series_deriv (coeff_summable μ q E l)
  have h2 := (series_deriv hd).2
  have d1 : deriv f = series (dcoeff (coeff μ q E l)) := funext fun x => (h1 x).deriv
  have d2 : deriv (series (dcoeff (coeff μ q E l))) =
      series (dcoeff (dcoeff (coeff μ q E l))) := funext fun x => (h2 x).deriv
  have z : ∀ c : ℕ → ℝ, series c 0 = c 0 := by
    intro c
    rw [series, tsum_eq_single 0 (fun k hk => by simp [hk])]
    simp
  rw [d1, d2]
  refine ⟨fun x => (h1 x).differentiableAt, fun x => (h2 x).differentiableAt,
    fun r hr => ?_, z _, ?_, ?_⟩
  · have hr0 : r ≠ 0 := ne_of_gt hr
    have h3 : series (dcoeff (dcoeff (coeff μ q E l))) r = (2 * μ * (q - E * r) * f r -
        2 * ((l : ℝ) + 1) * series (dcoeff (coeff μ q E l)) r) / r := by
      rw [eq_div_iff hr0]
      linear_combination regular_equation μ q E l r
    rw [h3]
    field_simp
    ring
  · rw [z]
    simp [dcoeff, coeff, mul_comm]
  · have h := (coeff_recurrence μ q E l).2.2 0
    have a1 : coeff μ q E l (0 + 1) = μ * q / ((l : ℝ) + 1) := rfl
    have a0 : coeff μ q E l 0 = 1 := rfl
    rw [a1, a0] at h
    rw [z, eq_div_iff (by positivity)]
    simp only [dcoeff]
    push_cast at h ⊢
    linear_combination h
```

The condition μ ≠ 0 expresses that the relative motion has a mass; physically μ > 0. The radial equation fails at μ = 0: with q = 1 and E = 0 the series is f = 1, Lean sets division by zero to zero, and the equation would read 1/r = 0.

## (g) Two electrons in a triplet state

**Task.** For a triplet pair in its lowest partial wave, show that at every energy

f′(0) = 1/4.

**Solution.** In atomic units two electrons have μ = 1/2 and q = 1. The triplet spatial function is antisymmetric, so l is odd and the lowest value is l = 1. Then (f) gives (1/2)/2 = 1/4, and u = r(1 + r/4 + …). Spin enters the Lean statement only through the choice l = 1.

```lean
/-- For triplet electrons (`μ = 1/2`, `q = 1`, `l = 1`) the cusp slope is `1/4` at every
energy. -/
theorem triplet_cusp (E : ℝ) : deriv (pairFunction (1 / 2) 1 E 1) 0 = 1 / 4 := by
  have h := (pairFunction_cusp (1 / 2) 1 E 1 (by norm_num)).2.2.2.2.1
  rw [h]
  norm_num

end

end CoulombCuspSeries
```

```lean
#print axioms CoulombCuspSeries.pairFunction_cusp
#print axioms CoulombCuspSeries.triplet_cusp
```

```
'CoulombCuspSeries.pairFunction_cusp' depends on axioms: [propext, Classical.choice, Quot.sound]
'CoulombCuspSeries.triplet_cusp' depends on axioms: [propext, Classical.choice, Quot.sound]
```

For an isolated electron pair, the slope is 1/4 for the triplet at l = 1 and 1/2 for the singlet at l = 0. Some explicitly correlated electronic-structure methods build these values into their wave functions. Others do not: a finite expansion in explicitly correlated Gaussians, for example, has no term linear in the interelectronic distance and misses the cusp. Kato's cusp condition concerns many-electron wave functions; reaching it from here takes a further local analysis, in which the other particles are held away from the meeting point.

## The same argument in two dimensions

For a pair confined to a plane, still with interaction q/r, let m ≥ 0 be the magnitude of the angular momentum and write u = r^m f. Then 2(l+1) is replaced by 2m+1, the prefactor in the recurrence becomes k(k+2m), and the factorial bound survives. Working through the same steps by hand gives

f′(0) = 2μq/(2m+1),

which for two electrons is 1 at m = 0 and 1/3 at m = 1.
